# For a finite Hermitian Hamiltonian with distinct levels, the time-averaged return probability tends to the inverse participation ratio of the local density of states

An electron that starts on site $m$ of a finite tight-binding model with orthonormal orbitals, one per site, and distinct levels is found there again with a long-time average probability $\sum_k |U_{mk}|^4$, where $U_{mk}$ is the amplitude of the normalised eigenvector $k$ on that site. I tried the formula on a six-site ring with equal nearest-neighbour hoppings, which has two degenerate pairs of levels. Plane waves give $1/6$. Cosine and sine combinations give $5/18$ on a site where the sines vanish. The dynamics can't depend on my choice of eigenvectors, so which number is right, and when may I use the formula?

## Equal levels keep their cross terms

The average is $5/18$. The sum of fourth powers is the right limit exactly when no two different eigenvectors of equal energy both have weight on site $m$. Distinct levels guarantee this; on your ring the sine–cosine basis satisfies it at that site, and the plane waves don't.

Write $H = U\,\mathrm{diag}(e)\,U^*$ with $U$ unitary, $e_k$ real and $\hbar=1$, and let $p_k = |U_{mk}|^2$ be the weights of the local density of states. Since $U^*U=1$, every power of $H$ is $H^j = U\,\mathrm{diag}(e^j)\,U^*$, so the exponential series gives the return amplitude

$$\left(e^{-iHt}\right)_{mm} = \sum_k p_k\, e^{-ie_kt}.$$

Its squared modulus is the return probability:

$$P(t) = \Big(\sum_k p_k\cos e_kt\Big)^2 + \Big(\sum_k p_k\sin e_kt\Big)^2 = \sum_{k,l} p_kp_l\cos\big((e_k-e_l)t\big).$$

For $w = e_k-e_l \neq 0$ and $T>0$,

$$\frac1T\int_0^T\cos(wt)\,dt = \frac{\sin(wT)}{wT},\qquad \left|\frac{\sin(wT)}{wT}\right|\le\frac{1}{|w|T}\to0.$$

For $w=0$ the average is 1. The sum is finite, so the limit can be taken term by term:

$$\lim_{T\to\infty}\frac1T\int_0^T P\,dt = \sum_{e_k=e_l}p_kp_l = \sum_k p_k^2 + \sum_{k\ne l,\;e_k=e_l}p_kp_l.$$

The last sum has no negative terms, so it vanishes only if each product does. That is the condition above.

The mistake behind $1/6$ is to keep only $k=l$ after averaging. The surviving terms are those with $e_k=e_l$, so weights within a degenerate level must be added before squaring. For the ring this gives $2(1/6)^2+2(1/3)^2=5/18$ in either basis.

## The statement in Lean

The finite type `n` labels both sites and eigenvectors. `propagator H t` is the matrix exponential of $-iHt$, `returnProb` is the squared norm of its diagonal entry, and `timeAverage` is the integral from 0 to $T$ divided by $T$. `ipr U m` sums over eigenvectors at a fixed site; the name is often used for a sum over sites at a fixed eigenvector.

The hypotheses `hU` and `hH` supply the unitary diagonalisation, and the real-valued `e` makes $H$ Hermitian. In `tendsto_ipr`, `Function.Injective e` says that the levels are distinct. `Tendsto … atTop (𝓝 …)` is the limit $T\to\infty$.

For a single electron in a finite orthonormal basis, this links the density of states projected on one basis orbital to the average probability of return to that orbital. That a real electron follows such a fixed, isolated one-particle Hamiltonian is a physical assumption.

```lean
import Mathlib

open Matrix Filter Topology

namespace ReturnProbability

noncomputable section

variable {n : Type*} [Fintype n] [DecidableEq n]

/-- The propagator `exp(-iHt)` of a Hamiltonian matrix `H`, with `ħ = 1`. -/
def propagator (H : Matrix n n ℂ) (t : ℝ) : Matrix n n ℂ :=
  NormedSpace.exp ((-(Complex.I * t)) • H)

/-- For Hermitian `H`, the probability of finding the particle on site `m` at time `t` if it started
there. -/
def returnProb (H : Matrix n n ℂ) (m : n) (t : ℝ) : ℝ :=
  ‖propagator H t m m‖ ^ 2

/-- The average of `f` over the time window from `0` to `T`, for `T ≠ 0`. -/
def timeAverage (f : ℝ → ℝ) (T : ℝ) : ℝ :=
  (∫ t in (0 : ℝ)..T, f t) / T

/-- For a unitary `U` whose columns are the eigenvectors, the inverse participation ratio of the
local density of states on site `m`: the sum of the squares of the weights `|U_mk|²`. -/
def ipr (U : Matrix n n ℂ) (m : n) : ℝ :=
  ∑ k, ‖U m k‖ ^ 4

/-- Over the window from `0` to `T > 0`, `cos (w t)` with `w ≠ 0` averages to at most `1 / (|w| T)`
in absolute value. -/
theorem abs_timeAverage_cos_le {w T : ℝ} (hw : w ≠ 0) (hT : 0 < T) :
    |timeAverage (fun t => Real.cos (w * t)) T| ≤ 1 / (|w| * T) := by
  have hI : ∫ t in (0 : ℝ)..T, Real.cos (w * t) = Real.sin (w * T) / w := by
    have hder : ∀ t ∈ Set.uIcc 0 T,
        HasDerivAt (fun t => Real.sin (w * t) / w) (Real.cos (w * t)) t := fun t _ =>
      (((hasDerivAt_id' t).const_mul w).sin.div_const w).congr_deriv (by field_simp)
    rw [intervalIntegral.integral_eq_sub_of_hasDerivAt hder
      (Continuous.intervalIntegrable (by fun_prop) _ _)]
    simp
  rw [timeAverage, hI, div_div, abs_div, abs_mul, abs_of_pos hT]
  exact div_le_div_of_nonneg_right (Real.abs_sin_le_one _) (by positivity)

/-- The long-time average of `cos (w t)` is `1` for `w = 0` and `0` for `w ≠ 0`. -/
theorem tendsto_timeAverage_cos (w : ℝ) :
    Tendsto (timeAverage fun t => Real.cos (w * t)) atTop (𝓝 (if w = 0 then 1 else 0)) := by
  split_ifs with hw
  · refine tendsto_const_nhds.congr' ?_
    filter_upwards [eventually_gt_atTop 0] with T hT
    simp [timeAverage, hw, hT.ne']
  · refine squeeze_zero_norm' (a := fun T => 1 / (|w| * T)) ?_ ?_
    · filter_upwards [eventually_gt_atTop 0] with T hT
      exact abs_timeAverage_cos_le hw hT
    · exact tendsto_const_nhds.div_atTop (tendsto_id.const_mul_atTop (abs_pos.2 hw))

-- From here on `H = U diag(e) U*` with `U` unitary and real levels `e`.
variable {H U : Matrix n n ℂ} {e : n → ℝ} (hU : U ∈ Matrix.unitaryGroup n ℂ)
  (hH : H = U * diagonal (fun k => (e k : ℂ)) * Uᴴ)

include hU hH

/-- For `H = U diag(e) U*` with `U` unitary, the return amplitude is the sum of the phases
`exp(-i e_k t)` weighted by the local density of states. -/
theorem propagator_diag (m : n) (t : ℝ) :
    propagator H t m m =
      ∑ k, ((‖U m k‖ ^ 2 : ℝ) : ℂ) * Complex.exp (-(Complex.I * t) * e k) := by
  have hU1 : U * Uᴴ = 1 := Matrix.mem_unitaryGroup_iff.mp hU
  have hinv : U⁻¹ = Uᴴ := Matrix.inv_eq_right_inv hU1
  have hunit : IsUnit U := ⟨⟨U, Uᴴ, hU1, mul_eq_one_comm.mp hU1⟩, rfl⟩
  have hd : (-(Complex.I * t)) • diagonal (fun k => (e k : ℂ)) =
      diagonal (fun k => -(Complex.I * t) * (e k : ℂ)) := by
    ext i j
    by_cases h : i = j <;> simp [h]
  have hs : (-(Complex.I * t)) • H =
      U * diagonal (fun k => -(Complex.I * t) * (e k : ℂ)) * U⁻¹ := by
    rw [hH, hinv, ← hd, Matrix.mul_smul, Matrix.smul_mul]
  -- the exponential acts on the eigenvalues
  rw [propagator, hs, Matrix.exp_conj _ _ hunit, Matrix.exp_diagonal, hinv, Matrix.mul_apply]
  refine Finset.sum_congr rfl fun k _ => ?_
  have hx : NormedSpace.exp (fun k => -(Complex.I * t) * (e k : ℂ)) k =
      Complex.exp (-(Complex.I * t) * e k) := by
    rw [Pi.exp_def, Complex.exp_eq_exp_ℂ]
  have hc : U m k * star (U m k) = ((‖U m k‖ ^ 2 : ℝ) : ℂ) := by
    have h := Complex.mul_conj (U m k)
    rw [Complex.normSq_eq_norm_sq] at h
    exact h
  rw [Matrix.mul_diagonal, conjTranspose_apply, hx, ← hc]
  ring

/-- For `H = U diag(e) U*` with `U` unitary, the return probability is a double sum of
oscillations at the level differences. -/
theorem returnProb_eq (m : n) (t : ℝ) :
    returnProb H m t =
      ∑ k, ∑ l, ‖U m k‖ ^ 2 * ‖U m l‖ ^ 2 * Real.cos ((e k - e l) * t) := by
  have hz : propagator H t m m = ((∑ k, ‖U m k‖ ^ 2 * Real.cos (e k * t) : ℝ) : ℂ) -
      ((∑ k, ‖U m k‖ ^ 2 * Real.sin (e k * t) : ℝ) : ℂ) * Complex.I := by
    rw [propagator_diag hU hH]
    push_cast
    rw [Finset.sum_mul, ← Finset.sum_sub_distrib]
    refine Finset.sum_congr rfl fun k _ => ?_
    have h : -(Complex.I * t) * (e k : ℂ) = -((e k : ℂ) * t) * Complex.I := by ring
    rw [h, Complex.exp_mul_I, Complex.cos_neg, Complex.sin_neg]
    ring
  have hn : ∀ a b : ℝ, ‖(a : ℂ) - b * Complex.I‖ ^ 2 = a * a + b * b := by
    intro a b
    rw [← Complex.normSq_eq_norm_sq, Complex.normSq_apply]
    simp
  rw [returnProb, hz, hn, Finset.sum_mul_sum, Finset.sum_mul_sum, ← Finset.sum_add_distrib]
  refine Finset.sum_congr rfl fun k _ => ?_
  rw [← Finset.sum_add_distrib]
  refine Finset.sum_congr rfl fun l _ => ?_
  rw [sub_mul, Real.cos_sub]
  ring

/-- For `H = U diag(e) U*` with `U` unitary, the averaged return probability is the weighted
double sum of the averaged oscillations. -/
theorem timeAverage_returnProb (m : n) (T : ℝ) :
    timeAverage (returnProb H m) T = ∑ k, ∑ l, ‖U m k‖ ^ 2 * ‖U m l‖ ^ 2 *
      timeAverage (fun t => Real.cos ((e k - e l) * t)) T := by
  simp only [timeAverage, returnProb_eq hU hH]
  rw [intervalIntegral.integral_finsetSum, Finset.sum_div]
  · refine Finset.sum_congr rfl fun k _ => ?_
    rw [intervalIntegral.integral_finsetSum, Finset.sum_div]
    · refine Finset.sum_congr rfl fun l _ => ?_
      rw [intervalIntegral.integral_const_mul, mul_div_assoc]
    · exact fun l _ => Continuous.intervalIntegrable (by fun_prop) _ _
  · exact fun k _ => Continuous.intervalIntegrable (by fun_prop) _ _

/-- For `H = U diag(e) U*` with `U` unitary and any degeneracies, the long-time average of the
return probability sums the products of weights over all pairs of equal levels. -/
theorem tendsto_returnProb (m : n) :
    Tendsto (timeAverage (returnProb H m)) atTop
      (𝓝 (∑ k, ∑ l, if e k = e l then ‖U m k‖ ^ 2 * ‖U m l‖ ^ 2 else 0)) := by
  rw [funext (timeAverage_returnProb hU hH m)]
  refine tendsto_finsetSum _ fun k _ => tendsto_finsetSum _ fun l _ => ?_
  have hv : (if e k = e l then ‖U m k‖ ^ 2 * ‖U m l‖ ^ 2 else 0) =
      ‖U m k‖ ^ 2 * ‖U m l‖ ^ 2 * (if e k - e l = 0 then 1 else 0) := by
    by_cases h : e k = e l <;> simp [h, sub_eq_zero]
  rw [hv]
  exact (tendsto_timeAverage_cos (e k - e l)).const_mul _

/-- For `H = U diag(e) U*` with `U` unitary, the averaged return probability tends to the
inverse participation ratio exactly when no two different eigenvectors of equal energy both
have weight on site `m`. -/
theorem tendsto_ipr_iff (m : n) :
    Tendsto (timeAverage (returnProb H m)) atTop (𝓝 (ipr U m)) ↔
      ∀ k l, k ≠ l → e k = e l → U m k = 0 ∨ U m l = 0 := by
  -- `r` collects the contributions of degenerate pairs
  let r : n → n → ℝ := fun k l =>
    if k ≠ l ∧ e k = e l then ‖U m k‖ ^ 2 * ‖U m l‖ ^ 2 else 0
  have hr : ∀ k l, 0 ≤ r k l := by
    intro k l
    dsimp only [r]
    split_ifs <;> positivity
  have hL : (∑ k, ∑ l, if e k = e l then ‖U m k‖ ^ 2 * ‖U m l‖ ^ 2 else 0) =
      ipr U m + ∑ k, ∑ l, r k l := by
    rw [ipr, ← Finset.sum_add_distrib]
    refine Finset.sum_congr rfl fun k _ => ?_
    have h4 : ‖U m k‖ ^ 4 = ∑ l, if k = l then ‖U m k‖ ^ 2 * ‖U m l‖ ^ 2 else 0 := by
      rw [Finset.sum_ite_eq, if_pos (Finset.mem_univ k)]
      ring
    rw [h4, ← Finset.sum_add_distrib]
    refine Finset.sum_congr rfl fun l _ => ?_
    by_cases h : k = l <;> simp [r, h]
  have hlim := tendsto_returnProb hU hH m
  rw [hL] at hlim
  constructor
  · intro h k l hkl he
    have h0 : ∑ k, ∑ l, r k l = 0 := by linarith [tendsto_nhds_unique h hlim]
    have h1 := (Finset.sum_eq_zero_iff_of_nonneg
      (fun k _ => Finset.sum_nonneg fun l _ => hr k l)).1 h0 k (Finset.mem_univ k)
    have h2 := (Finset.sum_eq_zero_iff_of_nonneg
      (fun l _ => hr k l)).1 h1 l (Finset.mem_univ l)
    simpa [r, hkl, he] using h2
  · intro h
    have h0 : ∑ k, ∑ l, r k l = 0 := by
      refine Finset.sum_eq_zero fun k _ => Finset.sum_eq_zero fun l _ => ?_
      dsimp only [r]
      split_ifs with hc
      · rcases h k l hc.1 hc.2 with h | h <;> simp [h]
      · rfl
    rwa [h0, add_zero] at hlim

/-- For `H = U diag(e) U*` with `U` unitary and distinct levels, the long-time average of the
return probability is the inverse participation ratio of the local density of states. -/
theorem tendsto_ipr (he : Function.Injective e) (m : n) :
    Tendsto (timeAverage (returnProb H m)) atTop (𝓝 (ipr U m)) :=
  (tendsto_ipr_iff hU hH m).2 fun _ _ hkl h => absurd (he h) hkl

end

end ReturnProbability
```

```lean
#print axioms ReturnProbability.tendsto_ipr
```

```
'ReturnProbability.tendsto_ipr' depends on axioms: [propext, Classical.choice, Quot.sound]
```

## From the propagator to the limit

`propagator_diag` moves the exponential inside the conjugation by $U$ with `Matrix.exp_conj`, applies it to the eigenvalues with `Matrix.exp_diagonal`, and reads off the weighted phases. `returnProb_eq` separates cosines from sines, squares, and recombines them with `Real.cos_sub`. `timeAverage_returnProb` then takes the integral through both finite sums.

`abs_timeAverage_cos_le` integrates the cosine through its antiderivative and bounds the sine by 1. `tendsto_timeAverage_cos` treats $w=0$ separately and squeezes the other case to zero. `tendsto_returnProb` adds these limits, for any degeneracies.

In `tendsto_ipr_iff`, `r` holds the cross terms of degenerate pairs. If the average tends to `ipr U m`, uniqueness of limits makes their sum zero, and nonnegativity makes each term zero. Conversely, the condition removes every cross term. `tendsto_ipr` follows because an injective `e` leaves no degenerate pairs.
